# The rescaled Mössbauer line tends to a Lorentzian when the hyperfine field flips ever faster between two opposite orientations

A nucleus sits in a hyperfine field that flips at rate `W`, equally in both directions, between two orientations with transition frequencies `w` and `-w`; the model has no other source of line width. The lemma `motional_narrowing` says that for fixed `w > 0`, with detuning measured in units of `w²/(2W)` and intensity multiplied by `w²/(2W)`, the line shape at each fixed scaled detuning `y` tends to `1/(1 + y²)` as `W` goes to infinity. The line shape is the real part of half the entry sum of `(ix - M)⁻¹`, where `M` generates the motion of the nuclear coherence. The proof uses the closed formula for the line shape to write the scaled intensity as `1/((1 - t²)² + y²)` with `t = wy/(2W)`, and then needs this function to be continuous at `t = 0`.

An attempt in Lean 4 with a fault in it:

```lean
import Mathlib

open Filter Topology

namespace MoessbauerFlippingField

noncomputable section

/-- Generator of the nuclear coherence when the hyperfine field flips at rate `W` between
two orientations with transition frequencies `w` and `-w`. -/
def flipGenerator (w W : ℝ) : Matrix (Fin 2) (Fin 2) ℂ :=
  !![Complex.I * w - W, W; W, -(Complex.I * w) - W]

/-- The matrix `ix - M` at detuning `x`, where `M` is the generator of the flipping field. -/
def spectralMatrix (w W x : ℝ) : Matrix (Fin 2) (Fin 2) ℂ :=
  (Complex.I * x) • (1 : Matrix (Fin 2) (Fin 2) ℂ) - flipGenerator w W

/-- The line shape at detuning `x`: the real part of half the entry sum of `(ix - M)⁻¹`,
for detunings at which `ix - M` is invertible. -/
def lineShape (w W x : ℝ) : ℝ :=
  ((1 / 2 : ℂ) * ∑ i, ∑ j, (spectralMatrix w W x)⁻¹ i j).re

/-- The determinant of `ix - M` is `w² - x² + 2iWx`. -/
theorem det_spectralMatrix (w W x : ℝ) :
    (spectralMatrix w W x).det
      = ((w ^ 2 - x ^ 2 : ℝ) : ℂ) + ((2 * W * x : ℝ) : ℂ) * Complex.I := by
  rw [Matrix.det_fin_two]
  simp [spectralMatrix, flipGenerator]
  linear_combination ((x : ℂ) ^ 2 - (w : ℂ) ^ 2) * Complex.I_sq

/-- The denominator of the line shape is positive at every detuning. -/
theorem denominator_pos {w W : ℝ} (hw : 0 < w) (hW : 0 < W) (x : ℝ) :
    0 < (w ^ 2 - x ^ 2) ^ 2 + 4 * W ^ 2 * x ^ 2 := by
  rcases eq_or_ne x 0 with rfl | hx
  · have h : 0 < w ^ 4 := by positivity
    nlinarith
  · have h : 0 < W ^ 2 * x ^ 2 := by positivity
    nlinarith [sq_nonneg (w ^ 2 - x ^ 2)]

/-- At every detuning `ix - M` is invertible, and the line shape is
`2Ww² / ((w² - x²)² + 4W²x²)`. -/
theorem lineShape_formula {w W : ℝ} (hw : 0 < w) (hW : 0 < W) (x : ℝ) :
    (spectralMatrix w W x).det ≠ 0 ∧
      lineShape w W x = 2 * W * w ^ 2 / ((w ^ 2 - x ^ 2) ^ 2 + 4 * W ^ 2 * x ^ 2) := by
  constructor
  · intro h
    rw [det_spectralMatrix] at h
    have hr := congrArg Complex.re h
    have hi := congrArg Complex.im h
    simp only [Complex.add_re, Complex.add_im, Complex.mul_re, Complex.mul_im,
      Complex.ofReal_re, Complex.ofReal_im, Complex.I_re, Complex.I_im,
      Complex.zero_re, Complex.zero_im] at hr hi
    have h1 : w ^ 2 - x ^ 2 = 0 := by linarith
    have h2 : 2 * W * x = 0 := by linarith
    have h3 : (w ^ 2 - x ^ 2) ^ 2 + 4 * W ^ 2 * x ^ 2 = 0 := by
      linear_combination (w ^ 2 - x ^ 2) * h1 + 2 * W * x * h2
    exact (denominator_pos hw hW x).ne' h3
  · -- the adjugate gives the entry sum of the inverse
    have hsum : (1 / 2 : ℂ) * ∑ i, ∑ j, (spectralMatrix w W x)⁻¹ i j
        = (((2 * W : ℝ) : ℂ) + (x : ℂ) * Complex.I) / (spectralMatrix w W x).det := by
      rw [Matrix.inv_def, Ring.inverse_eq_inv', Matrix.adjugate_fin_two]
      generalize (spectralMatrix w W x).det = d
      simp [Fin.sum_univ_two, spectralMatrix, flipGenerator]
      ring
    rw [lineShape, hsum, det_spectralMatrix, Complex.div_re, Complex.normSq_apply]
    simp only [Complex.add_re, Complex.add_im, Complex.mul_re, Complex.mul_im,
      Complex.ofReal_re, Complex.ofReal_im, Complex.I_re, Complex.I_im]
    rw [← add_div]
    congr 1 <;> ring

/-- Motional narrowing: with detuning in units of `w²/(2W)` and intensity multiplied by
`w²/(2W)`, the line shape tends to the Lorentzian `1/(1 + y²)` as `W` grows. -/
theorem motional_narrowing {w : ℝ} (hw : 0 < w) (y : ℝ) :
    Tendsto (fun W : ℝ => w ^ 2 / (2 * W) * lineShape w W (w ^ 2 / (2 * W) * y))
      atTop (𝓝 (1 / (1 + y ^ 2))) := by
  have hg : Tendsto (fun W : ℝ => w * y / (2 * W)) atTop (𝓝 0) :=
    Tendsto.div_atTop tendsto_const_nhds (tendsto_id.const_mul_atTop two_pos)
  have hc : ContinuousAt (fun t : ℝ => 1 / ((1 - t ^ 2) ^ 2 + y ^ 2)) 0 := by
    apply ContinuousAt.div continuousAt_const (by fun_prop)
    nlinarith [sq_nonneg y] |> fun h : 0 < (1 - (0 : ℝ) ^ 2) ^ 2 + y ^ 2 => h.ne'
  have e : 1 / ((1 - (0 : ℝ) ^ 2) ^ 2 + y ^ 2) = 1 / (1 + y ^ 2) := by norm_num
  rw [← e]
  refine (hc.tendsto.comp hg).congr' ?_
  filter_upwards [eventually_gt_atTop (0 : ℝ)] with W hW
  change 1 / ((1 - (w * y / (2 * W)) ^ 2) ^ 2 + y ^ 2) = _
  -- in the scaled detuning the denominator carries a factor `w⁴`
  have hD : (w ^ 2 - (w ^ 2 / (2 * W) * y) ^ 2) ^ 2 + 4 * W ^ 2 * (w ^ 2 / (2 * W) * y) ^ 2
      = w ^ 4 * ((1 - (w * y / (2 * W)) ^ 2) ^ 2 + y ^ 2) := by
    field_simp
    ring
  have hE : (1 - (w * y / (2 * W)) ^ 2) ^ 2 + y ^ 2 ≠ 0 := by
    intro h0
    rw [h0, mul_zero] at hD
    exact (denominator_pos hw hW _).ne' hD
  have aux : ∀ E : ℝ, E ≠ 0 →
      1 / E = w ^ 2 / (2 * W) * (2 * W * w ^ 2 / (w ^ 4 * E)) := by
    intro E hE
    field_simp
  rw [(lineShape_formula hw hW _).2, hD]
  exact aux _ hE

end

end MoessbauerFlippingField
```

The compiler's answer:

```
Main.lean:78:75: error: Type mismatch
  (fun h => LT.lt.ne' h) ?m.294
has type
  (1 - 0 ^ 2) ^ 2 + y ^ 2 ≠ 0
but is expected to have type
  ContinuousAt (fun t => 1 / ((1 - t ^ 2) ^ 2 + y ^ 2)) 0
Main.lean:79:4: error: Tactic `apply` failed: could not unify the conclusion of `ContinuousAt.div continuousAt_const ?m.328`
  ?U ∈ map ((fun x => ?m.327) / ?m.319) (𝓝 ?m.326)
with the goal
  0 < (1 - 0 ^ 2) ^ 2 + y ^ 2

Note: The full type of `ContinuousAt.div continuousAt_const ?m.328` is
  ?m.319 ?m.326 ≠ 0 → ContinuousAt ((fun x => ?m.327) / ?m.319) ?m.326

w : ℝ
hw : 0 < w
y : ℝ
hg : Tendsto (fun W => w * y / (2 * W)) atTop (𝓝 0)
⊢ 0 < (1 - 0 ^ 2) ^ 2 + y ^ 2
```

Fix (accepted with no message):

```diff
@@ -77,6 +77,8 @@
     Tendsto.div_atTop tendsto_const_nhds (tendsto_id.const_mul_atTop two_pos)
   have hc : ContinuousAt (fun t : ℝ => 1 / ((1 - t ^ 2) ^ 2 + y ^ 2)) 0 := by
-    apply ContinuousAt.div continuousAt_const (by fun_prop)
-    nlinarith [sq_nonneg y] |> fun h : 0 < (1 - (0 : ℝ) ^ 2) ^ 2 + y ^ 2 => h.ne'
+    have hpos : 0 < (1 - (0 : ℝ) ^ 2) ^ 2 + y ^ 2 := by nlinarith [sq_nonneg y]
+    have hnum : ContinuousAt (fun _ : ℝ => (1 : ℝ)) 0 := continuousAt_const
+    have hden : ContinuousAt (fun t : ℝ => (1 - t ^ 2) ^ 2 + y ^ 2) 0 := by fun_prop
+    exact hnum.div hden hpos.ne'
   have e : 1 / ((1 - (0 : ℝ) ^ 2) ^ 2 + y ^ 2) = 1 / (1 + y ^ 2) := by norm_num
   rw [← e]
```

Diagnosis. Both errors come from how Lean reads `|>` in the proof of `hc`. It was meant to turn the inequality proved by `nlinarith` into a proof that the denominator is nonzero, but Lean takes the whole `by` block, `apply` line included, as what is piped into the function.

The result is then a proof of `≠ 0` where `ContinuousAt` is expected, which is the first message. The block itself is left with the function's input as its goal, `0 < (1 - 0 ^ 2) ^ 2 + y ^ 2`, and `ContinuousAt.div` cannot prove an inequality, which is the second.

The repair drops the pipe. `hpos` proves the inequality by itself, and `hpos.ne'` passes the nonzero condition to the division lemma, so the `by` block again has continuity as its goal. `hnum` and `hden` state the continuity of numerator and denominator with both functions written out, so the lemma need not infer them; the messages do not show whether the original `apply` would have worked without this.
